# Co-coercivity of a Lipschitz gradient of a convex energy, and positivity of the BFGS curvature

## Is $\langle y,s\rangle$ always positive when the gradient changes on a convex surface?

The claim I keep meeting is this. Let $f$ be a convex differentiable energy on Euclidean space with gradient $g$, and let $\|g(x)-g(z)\|\le L\|x-z\|$ for all $x,z$, with $L>0$. For any two points $x,x'$, put $s=x'-x$ and $y=g(x')-g(x)$. Then $\|y\|^2\le L\langle y,s\rangle$, so the BFGS curvature $\langle y,s\rangle$ is positive whenever $y\neq0$. For a quadratic energy I can see it by diagonalising the Hessian, but $f$ is not assumed twice differentiable, and Cauchy–Schwarz gives $|\langle y,s\rangle|\le\|y\|\,\|s\|$, which says nothing about the sign. How does the proof go without a Hessian, and can it be machine-checked?

## It is, for a globally convex energy, and $\|y\|^2\le L\langle y,s\rangle$ needs no Hessian

The inequality holds for every pair of points in any real Hilbert space $E$, provided convexity and the Lipschitz bound hold on all of $E$. Physically $-g$ is the force, and $L$ is an upper bound on the stiffness: moving by a distance $r$ changes the force by at most $Lr$. For a convex quadratic energy on $\mathbb R^n$ with nonzero Hessian, the smallest admissible $L$ is the largest eigenvalue of the Hessian (the force-constant matrix), which can exceed every individual entry of that matrix.

### Squeezing the energy between a plane and a paraboloid

Along a line with direction $d$, the chain rule gives $\frac{d}{dt}f(x+td)=\langle g(x+td),d\rangle$. Two bounds follow.

The lower bound uses convexity. The function $t\mapsto f(x+td)$ is convex, so its slope at $t=0$ is at most the slope of the chord from $0$ to $1$:
$$f(x)+\langle g(x),d\rangle\le f(x+d).$$

The upper bound uses the Lipschitz condition. Let $\varphi$ be a differentiable function of one variable and $c$ a number with $\varphi'(t)-\varphi'(0)\le ct$ for $t\ge0$. Subtract the quadratic model, $\psi(t)=\varphi(t)-\varphi'(0)\,t-\tfrac c2t^2$, so that $\psi'(t)=\varphi'(t)-\varphi'(0)-ct\le0$ for $t\ge0$. The mean value theorem gives $\psi(1)-\psi(0)=\psi'(t)$ for some $t\in(0,1)$, hence $\varphi(1)\le\varphi(0)+\varphi'(0)+c/2$. For $\varphi(t)=f(x'+td)$,
$$\varphi'(t)-\varphi'(0)=\langle g(x'+td)-g(x'),d\rangle\le\|g(x'+td)-g(x')\|\,\|d\|\le L\|d\|^2t,$$
so $c=L\|d\|^2$ works and
$$f(x'+d)\le f(x')+\langle g(x'),d\rangle+\tfrac L2\|d\|^2 .$$

Now apply both bounds at the same point $x'+d=x+(s+d)$, the lower one from $x$ and the upper one from $x'$:
$$f(x)+\langle g(x),s\rangle+\langle g(x),d\rangle\le f(x')+\langle g(x'),d\rangle+\tfrac L2\|d\|^2 .$$
Define the Bregman gap $D(x,x')=f(x')-f(x)-\langle g(x),s\rangle$, the height of $f(x')$ above the tangent plane at $x$. Rearranging gives $D(x,x')\ge-\langle y,d\rangle-\tfrac L2\|d\|^2$ for every $d$. The choice $d=-y/L$ yields
$$D(x,x')\ge\frac{\|y\|^2}{L}-\frac{\|y\|^2}{2L}=\frac{\|y\|^2}{2L}.$$

Exchanging $x$ and $x'$ flips the signs of $s$ and $y$ and leaves $\|y\|$ unchanged, so $D(x',x)\ge\|y\|^2/(2L)$ as well. In the sum the energies cancel,
$$D(x,x')+D(x',x)=-\langle g(x),s\rangle+\langle g(x'),s\rangle=\langle y,s\rangle,$$
and therefore $\langle y,s\rangle\ge\|y\|^2/L$. If $y\neq0$ the right side is positive, and if $y=0$ the curvature is zero, so $\langle y,s\rangle>0$ exactly when $y\ne0$. Dividing by $\|y\|^2$ for $y\neq0$ gives $\langle y,s\rangle/\|y\|^2\ge1/L$.

The implication also runs backwards. Suppose $f$ has gradient $g$ everywhere and $\|y\|^2\le L\langle y,s\rangle$ for all pairs. Then the curvature is never negative. For the points $x+ad$ and $x+bd$ with $a<b$ it equals $(b-a)\,[\langle g(x+bd),d\rangle-\langle g(x+ad),d\rangle]$, so the slope along every line is non-decreasing and $f$ is convex. Cauchy–Schwarz gives $\|y\|^2\le L\|y\|\,\|s\|$, which is $\|y\|\le L\|s\|$ after dividing by $\|y\|$; the case $y=0$ is immediate.

Finally, the harmonic well $f(x)=\tfrac L2\|x\|^2$ has $g(x)=Lx$ and $y=Ls$, so $\|y\|^2=L^2\|s\|^2=L\langle y,s\rangle$ for every pair.

### The Lean 4 file

```lean
import Mathlib

open Set
open scoped InnerProductSpace

namespace GradientCocoercivity

noncomputable section

variable {E : Type*} [NormedAddCommGroup E] [InnerProductSpace ℝ E] [CompleteSpace E]

/-- The step `s = x' - x` between two points. -/
def step (x x' : E) : E := x' - x

/-- The change of gradient `y = g x' - g x` over the step. -/
def gradChange (g : E → E) (x x' : E) : E := g x' - g x

/-- The BFGS curvature `⟨y, s⟩` of the step from `x` to `x'`. -/
def curvature (g : E → E) (x x' : E) : ℝ := ⟪gradChange g x x', step x x'⟫_ℝ

/-- The height of `f x'` above the tangent plane at `x` (Bregman gap). -/
def bregman (f : E → ℝ) (g : E → E) (x x' : E) : ℝ := f x' - f x - ⟪g x, step x x'⟫_ℝ

/-- The energy `f` is convex, has gradient `g` everywhere, and `g` is `L`-Lipschitz. -/
structure SmoothConvex (f : E → ℝ) (g : E → E) (L : ℝ) : Prop where
  convex : ConvexOn ℝ univ f
  grad : ∀ x, HasGradientAt f (g x) x
  lipschitz : ∀ x z, ‖g x - g z‖ ≤ L * ‖x - z‖

variable {f : E → ℝ} {g : E → E} {L : ℝ}

/-- Along the line `x + t d` the energy has slope `⟨g (x + t d), d⟩`. -/
theorem line_hasDerivAt (hg : ∀ x, HasGradientAt f (g x) x) (x d : E) (t : ℝ) :
    HasDerivAt (fun u : ℝ => f (x + u • d)) ⟪g (x + t • d), d⟫_ℝ t := by
  have h1 : HasDerivAt (fun u : ℝ => x + u • d) d t := by
    simpa using ((hasDerivAt_id' t).smul_const d).const_add x
  have h := HasFDerivAt.comp_hasDerivAt t (hg (x + t • d)).hasFDerivAt h1
  exact h

/-- A convex differentiable energy lies above each of its tangent planes. -/
theorem tangent_le (hf : ConvexOn ℝ univ f) (hg : ∀ x, HasGradientAt f (g x) x) (x d : E) :
    f x + ⟪g x, d⟫_ℝ ≤ f (x + d) := by
  -- the restriction to the line is convex
  have hφ : ConvexOn ℝ univ (fun u : ℝ => f (x + u • d)) := by
    refine ⟨convex_univ, fun a _ b _ p q hp hq hpq => ?_⟩
    have h := hf.2 (mem_univ (x + a • d)) (mem_univ (x + b • d)) hp hq hpq
    have e : x + (p • a + q • b) • d = p • (x + a • d) + q • (x + b • d) := by
      have hq' : q = 1 - p := by linarith
      rw [hq']
      simp only [smul_eq_mul]
      module
    show f (x + (p • a + q • b) • d) ≤ p • f (x + a • d) + q • f (x + b • d)
    rw [e]
    exact h
  -- the initial slope is at most the chord slope
  have h := hφ.le_slope_of_hasDerivAt (mem_univ 0) (mem_univ 1) zero_lt_one
    (line_hasDerivAt hg x d 0)
  rw [slope_def_field] at h
  simp only [zero_smul, add_zero, one_smul, sub_zero, div_one] at h
  linarith

/-- If the slope of a line function `φ` exceeds its initial value by at most `c t` at each
`t ≥ 0`, then `φ 1 ≤ φ 0 + φ' 0 + c / 2`. -/
theorem line_quadratic_bound (φ φ' : ℝ → ℝ) (c : ℝ) (hφ : ∀ t, HasDerivAt φ (φ' t) t)
    (hc : ∀ t, 0 ≤ t → φ' t - φ' 0 ≤ c * t) : φ 1 ≤ φ 0 + φ' 0 + c / 2 := by
  have hψ : ∀ t, HasDerivAt (fun u => φ u - φ' 0 * u - c / 2 * (u * u))
      (φ' t - φ' 0 - c * t) t := by
    intro t
    have h := ((hφ t).fun_sub ((hasDerivAt_id' t).const_mul (φ' 0))).fun_sub
      (((hasDerivAt_id' t).fun_mul (hasDerivAt_id' t)).const_mul (c / 2))
    exact h.congr_deriv (by ring)
  -- mean value theorem for φ minus its quadratic model
  obtain ⟨t, ht, h⟩ := exists_hasDerivAt_eq_slope _ _ (zero_lt_one' ℝ)
    (fun u _ => (hψ u).continuousAt.continuousWithinAt) (fun u _ => hψ u)
  have h2 := hc t ht.1.le
  simp only [sub_zero, div_one, mul_one, mul_zero] at h
  linarith

/-- For a convex energy with `L`-Lipschitz gradient the Bregman gap is at least
`‖y‖² / (2 L)`. -/
theorem bregman_lower_bound (h : SmoothConvex f g L) (hL : 0 < L) (x x' : E) :
    ‖gradChange g x x'‖ ^ 2 / (2 * L) ≤ bregman f g x x' := by
  -- squeeze f (x' + d) between the tangent at x and the quadratic bound from x'
  have key : ∀ d, -⟪gradChange g x x', d⟫_ℝ - L * ‖d‖ ^ 2 / 2 ≤ bregman f g x x' := by
    intro d
    have slopes : ∀ t : ℝ, 0 ≤ t →
        ⟪g (x' + t • d), d⟫_ℝ - ⟪g (x' + (0 : ℝ) • d), d⟫_ℝ ≤ L * ‖d‖ ^ 2 * t := by
      intro t ht
      rw [zero_smul, add_zero, ← inner_sub_left]
      have h2 := h.lipschitz (x' + t • d) x'
      rw [add_sub_cancel_left, norm_smul, Real.norm_of_nonneg ht] at h2
      calc _ ≤ ‖g (x' + t • d) - g x'‖ * ‖d‖ := real_inner_le_norm _ _
        _ ≤ L * (t * ‖d‖) * ‖d‖ := mul_le_mul_of_nonneg_right h2 (norm_nonneg d)
        _ = L * ‖d‖ ^ 2 * t := by ring
    have up := line_quadratic_bound (fun u => f (x' + u • d))
      (fun t => ⟪g (x' + t • d), d⟫_ℝ) (L * ‖d‖ ^ 2) (line_hasDerivAt h.grad x' d) slopes
    simp only [zero_smul, add_zero, one_smul] at up
    have low := tangent_le h.convex h.grad x (x' - x + d)
    have e : x + (x' - x + d) = x' + d := by abel
    rw [e, inner_add_right] at low
    simp only [gradChange, bregman, step]
    rw [inner_sub_left]
    linarith
  -- the best displacement is d = -y / L
  have h1 := key ((-L⁻¹) • gradChange g x x')
  rw [real_inner_smul_right, real_inner_self_eq_norm_sq, norm_smul, mul_pow, Real.norm_eq_abs,
    sq_abs] at h1
  have e : ∀ n : ℝ, -(-L⁻¹ * n) - L * ((-L⁻¹) ^ 2 * n) / 2 = n / (2 * L) := by
    intro n
    field_simp
    ring
  linarith [e (‖gradChange g x x'‖ ^ 2)]

omit [CompleteSpace E] in
/-- The Bregman gaps in the two directions add up to the curvature `⟨y, s⟩`. -/
theorem bregman_add_bregman (f : E → ℝ) (g : E → E) (x x' : E) :
    bregman f g x x' + bregman f g x' x = curvature g x x' := by
  simp only [bregman, curvature, gradChange, step, inner_sub_left, inner_sub_right]
  ring

/-- Co-coercivity: for a convex energy with `L`-Lipschitz gradient, `‖y‖² ≤ L ⟨y, s⟩` for any
two points. -/
theorem cocoercive (h : SmoothConvex f g L) (hL : 0 < L) (x x' : E) :
    ‖gradChange g x x'‖ ^ 2 ≤ L * curvature g x x' := by
  have h2L : 0 < 2 * L := by positivity
  have h1 := (div_le_iff₀ h2L).mp (bregman_lower_bound h hL x x')
  have h2 := (div_le_iff₀ h2L).mp (bregman_lower_bound h hL x' x)
  have e : ‖gradChange g x' x‖ = ‖gradChange g x x'‖ := norm_sub_rev _ _
  rw [e] at h2
  rw [← bregman_add_bregman f g x x']
  nlinarith [h1, h2]

/-- For a convex energy with Lipschitz gradient the BFGS curvature `⟨y, s⟩` is positive exactly
when `y ≠ 0`. -/
theorem curvature_pos_iff (h : SmoothConvex f g L) (hL : 0 < L) (x x' : E) :
    0 < curvature g x x' ↔ gradChange g x x' ≠ 0 := by
  constructor
  · intro hc hy
    rw [curvature, hy, inner_zero_left] at hc
    exact lt_irrefl _ hc
  · intro hy
    have h1 := cocoercive h hL x x'
    have h2 : 0 < ‖gradChange g x x'‖ ^ 2 := pow_pos (norm_pos_iff.mpr hy) 2
    by_contra hc
    have h3 := mul_nonneg hL.le (neg_nonneg.mpr (not_lt.mp hc))
    nlinarith [h1, h2, h3]

/-- For a convex energy with `L`-Lipschitz gradient, `0 < L` and `y ≠ 0`, the quotient `⟨y, s⟩ /
‖y‖²` is at least `1 / L`. -/
theorem scaling_lower_bound (h : SmoothConvex f g L) (hL : 0 < L) (x x' : E)
    (hy : gradChange g x x' ≠ 0) :
    1 / L ≤ curvature g x x' / ‖gradChange g x x'‖ ^ 2 := by
  have h2 : 0 < ‖gradChange g x x'‖ ^ 2 := pow_pos (norm_pos_iff.mpr hy) 2
  rw [div_le_div_iff₀ hL h2]
  linarith [cocoercive h hL x x']

/-- Converse: if the gradient satisfies `‖y‖² ≤ L ⟨y, s⟩` for all pairs of points, then the
energy is convex and its gradient is `L`-Lipschitz. -/
theorem smoothConvex_of_cocoercive (hL : 0 < L) (hg : ∀ x, HasGradientAt f (g x) x)
    (hco : ∀ x x', ‖gradChange g x x'‖ ^ 2 ≤ L * curvature g x x') : SmoothConvex f g L := by
  refine ⟨⟨convex_univ, fun x _ z _ p q hp hq hpq => ?_⟩, hg, fun x z => ?_⟩
  · -- the slope along any line is monotone
    have hφ : ∀ d : E, ConvexOn ℝ univ (fun u : ℝ => f (x + u • d)) := by
      intro d
      refine Monotone.convexOn_univ_of_deriv
        (fun t => (line_hasDerivAt hg x d t).differentiableAt) (fun a b hab => ?_)
      rcases hab.eq_or_lt with rfl | hlt
      · exact le_rfl
      rw [(line_hasDerivAt hg x d a).deriv, (line_hasDerivAt hg x d b).deriv]
      have h0 : 0 ≤ curvature g (x + a • d) (x + b • d) :=
        (mul_nonneg_iff_of_pos_left hL).mp ((sq_nonneg _).trans (hco _ _))
      have e : x + b • d - (x + a • d) = (b - a) • d := by module
      simp only [curvature, gradChange, step] at h0
      rw [e, real_inner_smul_right, inner_sub_left] at h0
      exact sub_nonneg.mp ((mul_nonneg_iff_of_pos_left (sub_pos.mpr hlt)).mp h0)
    have h := (hφ (z - x)).2 (mem_univ 0) (mem_univ 1) hp hq hpq
    have e : p • x + q • z = x + q • (z - x) := by
      have hp' : p = 1 - q := by linarith
      rw [hp']
      module
    rw [e]
    simpa using h
  · -- Cauchy-Schwarz turns co-coercivity into the Lipschitz bound
    have h1 := hco z x
    simp only [curvature, gradChange, step] at h1
    have h2 := mul_le_mul_of_nonneg_left (real_inner_le_norm (g x - g z) (x - z)) hL.le
    rcases (norm_nonneg (g x - g z)).eq_or_lt with h0 | h0
    · rw [← h0]
      positivity
    · refine le_of_mul_le_mul_left ?_ h0
      nlinarith [h1, h2]

/-- The harmonic well `L ‖x‖² / 2` with gradient `L x` is convex with `L`-Lipschitz gradient and
has `‖y‖² = L ⟨y, s⟩` for all pairs of points. -/
theorem harmonic_witness (hL : 0 < L) :
    SmoothConvex (fun x : E => L / 2 * ‖x‖ ^ 2) (fun x => L • x) L ∧
      ∀ x x' : E, ‖gradChange (fun x => L • x) x x'‖ ^ 2
        = L * curvature (fun x => L • x) x x' := by
  have heq : ∀ x x' : E, ‖gradChange (fun x => L • x) x x'‖ ^ 2
      = L * curvature (fun x => L • x) x x' := by
    intro x x'
    simp only [gradChange, curvature, step]
    rw [← smul_sub, norm_smul, real_inner_smul_left, real_inner_self_eq_norm_sq, mul_pow,
      Real.norm_eq_abs, sq_abs]
    ring
  refine ⟨smoothConvex_of_cocoercive hL (fun x => ?_) (fun x x' => (heq x x').le), heq⟩
  rw [hasGradientAt_iff_hasFDerivAt]
  have h := (hasStrictFDerivAt_norm_sq x).hasFDerivAt.const_mul (L / 2)
  have e : (InnerProductSpace.toDual ℝ E) (L • x) = (L / 2) • 2 • (innerSL ℝ) x := by
    ext v
    show ⟪L • x, v⟫_ℝ = (L / 2) • 2 • ⟪x, v⟫_ℝ
    rw [real_inner_smul_left, two_smul, smul_eq_mul]
    ring
  rw [e]
  exact h

end

end GradientCocoercivity
```

```lean
#print axioms GradientCocoercivity.curvature_pos_iff
#print axioms GradientCocoercivity.scaling_lower_bound
```

```
'GradientCocoercivity.curvature_pos_iff' depends on axioms: [propext, Classical.choice, Quot.sound]
'GradientCocoercivity.scaling_lower_bound' depends on axioms: [propext, Classical.choice, Quot.sound]
```

### How the definitions and theorems map to the physics

`E` is a complete real inner product space. The configuration space $\mathbb R^n$ is a special case, in which completeness is automatic, and no dimension is fixed. The definitions `step x x'`, `gradChange g x x'`, `curvature g x x'` and `bregman f g x x'` are $s$, $y$, $\langle y,s\rangle$ and $D(x,x')$. Both $s$ and $y$ are taken as new minus old, and `g` is the gradient, so the force is its negative. The gradient is defined relative to the inner product of `E`, and the value of $L$ depends on it: mass-weighting the coordinates generally changes $L$.

`SmoothConvex f g L` collects the three hypotheses. The field `convex` says that $f$ is convex on the whole space, `grad` says that $g(x)$ is the Fréchet gradient of $f$ at each $x$, and `lipschitz` is the bound $\|g(x)-g(z)\|\le L\|x-z\|$ for all $x,z$. Positivity of $L$ is the separate hypothesis `hL`. Any valid Lipschitz constant may be used, and it need not be the smallest.

Under these hypotheses `cocoercive` states $\|y\|^2\le L\langle y,s\rangle$ for arbitrary `x` and `x'`, `curvature_pos_iff` states $0<\langle y,s\rangle\iff y\neq0$, and `scaling_lower_bound` states $1/L\le\langle y,s\rangle/\|y\|^2$ when $y\ne0$. That quotient is a common scalar estimate of the inverse Hessian in quasi-Newton methods; the theorem bounds it from below only. `smoothConvex_of_cocoercive` is the converse, with differentiability and $L>0$ still assumed. The sign of $L$ matters there: $f(x)=-x^2/2$ on the real line satisfies the inequality with $L=-1$ and is not convex. `harmonic_witness` shows that the harmonic well satisfies `SmoothConvex` and attains equality at all pairs. As soon as `E` contains a nonzero vector, a pair with $s\neq0$ then rules out a smaller constant than $L$ on the right; in the zero space the equality reads $0=0$.

The two points are arbitrary, so no line search condition enters. The BFGS update formula does not occur in the file either: the theorems concern the number $\langle y,s\rangle$ by which that update divides, and say nothing about the updated matrix or about convergence. Gradients are exact, with no numerical noise. In geometry optimisation the result covers globally convex model energies with bounded stiffness, such as the harmonic approximation about a minimum, and it does not cover a full potential-energy surface with barriers and saddle points.

### The lemmas behind each step

`line_hasDerivAt` is the chain rule: the path $u\mapsto x+ud$ has derivative $d$, and `HasFDerivAt.comp_hasDerivAt` composes it with the derivative of $f$. `tangent_le` first proves `hφ`, convexity along the line, from the identity $x+(pa+qb)d=p(x+ad)+q(x+bd)$ for weights with $p+q=1$. Then `le_slope_of_hasDerivAt` compares the slope at $0$ with the chord slope. In `line_quadratic_bound`, `hψ` is the derivative of $\psi$, `exists_hasDerivAt_eq_slope` is the mean value theorem on $[0,1]$, and `linarith` combines it with the growth bound at the intermediate point.

`bregman_lower_bound` carries the squeeze. Inside `key`, the `calc` chain of `slopes` is Cauchy–Schwarz (`real_inner_le_norm`) followed by the Lipschitz bound; `up` is the paraboloid from $x'$, and `low` is the tangent plane from $x$ with displacement `x' - x + d`. Evaluating `key` at `(-L⁻¹) • gradChange g x x'` is the choice $d=-y/L$, and the last identity `e` does the arithmetic $n/L-n/(2L)=n/(2L)$ with $n=\|y\|^2$.

`bregman_add_bregman` expands the inner products and cancels; it is an algebraic identity for any `f` and `g`. `cocoercive` multiplies both gap bounds by $2L$, identifies the two norms by `norm_sub_rev`, and adds. In `curvature_pos_iff` the forward direction uses only $\langle0,s\rangle=0$, and the backward direction shows that a non-positive curvature would force $\|y\|^2\le0$. The converse obtains convexity on each line from `Monotone.convexOn_univ_of_deriv` and evaluates it on the line from $x$ to $z$ at parameters $0$ and $1$. `harmonic_witness` computes the equality `heq` and the gradient directly, and gets convexity and the Lipschitz bound by feeding `heq` to the converse.

### Without convexity, without the Lipschitz bound, and a bound on the force

What follows is elementary calculus that the file does not contain. Without convexity, take the inverted parabola $f(x)=-x^2/2$ on the real line, the top of a barrier. Its gradient $g(x)=-x$ is Lipschitz with $L=1$, but $y=-s$, so $\langle y,s\rangle=-s^2<0$ while $\|y\|^2=s^2>0$ for any $s\neq0$. Both the inequality and the positivity fail. Without the Lipschitz bound, take the convex $f(x)=x^4/4$ with $x=0$ and $x'=a\neq0$. Then $\|y\|^2=a^6$ and $\langle y,s\rangle=a^4$: the curvature is positive, but the ratio $a^2$ exceeds any fixed $L$ for large $a$.

The same squeeze gives a neighbouring bound if the tangent plane is replaced by a floor. Suppose $g$ is $L$-Lipschitz and $f\ge f_{\min}$ everywhere for some number $f_{\min}$, with no convexity assumed. The upper bound from $x$ with $d=-g(x)/L$ reads $f_{\min}\le f(x+d)\le f(x)-\|g(x)\|^2/(2L)$, so $\|g(x)\|^2\le2L\,(f(x)-f_{\min})$. The force at a point is limited by the stiffness bound and the height above the floor.
